# For eightfold symmetric real integrals over $n$ orbitals, a nonnegative quadratic form is equivalent to a decomposition into at most $n(n+1)/2$ symmetric Cholesky vectors

A Hartree-Fock program that uses Cholesky-decomposed integrals builds its Coulomb matrix from a density matrix $D$ without the four-index array:

$$J_{pq}=\sum_{rs}(pq|rs)D_{rs}=\sum_P B_P(p,q)\sum_{rs}B_P(r,s)D_{rs}.$$

The second equality is exact if the matrices $B_P$ satisfy $(pq|rs)=\sum_P B_P(p,q)B_P(r,s)$; programs usually stop the decomposition at a threshold, which makes it approximate. The $B_P$ are called Cholesky vectors, with the pair $pq$ acting as one compound index. For a finite set of real orbitals, the theorems below say when vectors for an exact decomposition exist and how many suffice.

## Integrals, self-repulsion and pivots

The orbital labels form a finite type `ι` with $n$ elements.

```lean
import Mathlib

open Matrix

namespace CholeskyIntegrals

noncomputable section

variable {ι : Type*} [Fintype ι] [DecidableEq ι]
```

The integrals are a real function `g p q r s`, read as $(pq|rs)$ in chemists' order, with $p,q$ belonging to the same electron. Two exchanges generate the eightfold symmetry: $(pq|rs)=(qp|rs)$ and $(pq|rs)=(rs|pq)$.

```lean
/-- Eightfold permutational symmetry of real two-electron integrals `(pq|rs)`, generated by
exchange within the first pair and exchange of the two pairs. -/
structure EightfoldSymmetric {ι : Type*} (g : ι → ι → ι → ι → ℝ) : Prop where
  bra : ∀ p q r s, g p q r s = g q p r s
  pairs : ∀ p q r s, g p q r s = g r s p q
```

For a real matrix $X$, not necessarily symmetric, define

$$Q(X)=\sum_{pqrs}(pq|rs)X_{pq}X_{rs}.$$

For Coulomb integrals over real orbitals $\phi_p$, this is twice the electrostatic self-energy of the charge distribution $\sum_{pq}X_{pq}\phi_p\phi_q$, which is why one expects $Q(X)\ge 0$. In the theorems `g` is an arbitrary array and positivity is a hypothesis; deriving it from the kernel $1/r_{12}$ is the step that connects them to actual orbitals.

```lean
/-- The quadratic form `∑ (pq|rs) X_pq X_rs` of the integrals in a real matrix `X`. -/
def coulombForm (g : ι → ι → ι → ι → ℝ) (X : Matrix ι ι ℝ) : ℝ :=
  ∑ p, ∑ q, ∑ r, ∑ s, g p q r s * X p q * X r s
```

A Cholesky step with pivot pair $uv$ leaves the residual

$$(pq|rs)-\frac{(uv|pq)(uv|rs)}{(uv|uv)}.$$

```lean
/-- The integrals left after one Cholesky step with pivot pair `uv`, when `(uv|uv) ≠ 0`. For a zero
pivot, Lean's convention `x / 0 = 0` makes this `g` itself. -/
def choleskyResidual (g : ι → ι → ι → ι → ℝ) (u v : ι) : ι → ι → ι → ι → ℝ :=
  fun p q r s => g p q r s - g u v p q * g u v r s / g u v u v
```

A model array will show that the count is sharp. It is one when $pq$ and $rs$ are the same unordered pair, written `s(p, q)` in Lean, and zero otherwise. Its fourth index is called `t`.

```lean
/-- Model integrals: `(pq|rs)` is one if `pq` and `rs` are the same unordered pair, and zero
otherwise. -/
def pairModel (p q r t : ι) : ℝ := if s(p, q) = s(r, t) then 1 else 0
```

## Elementary identities

Exchange within the second pair follows from the two generators: $(pq|rs)=(rs|pq)=(sr|pq)=(pq|sr)$.

```lean
omit [Fintype ι] [DecidableEq ι] in
/-- Eightfold symmetric integrals are unchanged by exchange within the second pair. -/
theorem EightfoldSymmetric.ket {g : ι → ι → ι → ι → ℝ} (hg : EightfoldSymmetric g)
    (p q r s : ι) : g p q r s = g p q s r := by
  rw [hg.pairs p q r s, hg.bra r s p q, hg.pairs s r p q]
```

Let $E_{uv}$ be the matrix with a one at position $uv$ and zeros elsewhere. Then $\sum_{rs}f_{rs}(E_{uv})_{rs}=f_{uv}$ for any array $f$.

```lean
/-- Summation against a matrix unit picks out one entry. -/
private theorem sum_single (f : ι → ι → ℝ) (u v : ι) :
    ∑ r, ∑ s, f r s * Matrix.single u v (1 : ℝ) r s = f u v := by
  rw [Finset.sum_eq_single u]
  · rw [Finset.sum_eq_single v]
    · simp
    · intro b _ hb
      simp [hb.symm]
    · simp
  · intro b _ hb
    simp [hb.symm]
  · simp
```

Applying this twice gives $Q(E_{uv})=(uv|uv)$, so a nonnegative form has nonnegative diagonal integrals.

```lean
/-- The form at a matrix unit is a diagonal integral. -/
private theorem coulombForm_single (g : ι → ι → ι → ι → ℝ) (u v : ι) :
    coulombForm g (Matrix.single u v 1) = g u v u v := by
  simp only [coulombForm, sum_single]
```

There are $n$ pairs with equal labels and $n(n-1)/2$ with different ones, together $n(n+1)/2$.

```lean
omit [DecidableEq ι] in
/-- The number of unordered orbital pairs is `n(n+1)/2`. -/
private theorem card_pairs :
    Fintype.card (Sym2 ι) = Fintype.card ι * (Fintype.card ι + 1) / 2 := by
  rw [Sym2.card, Nat.choose_two_right, Nat.add_sub_cancel, Nat.mul_comm]
```

For integrals of product form $b_{pq}b_{rs}$, the fourfold sum factors into $\left(\sum_{pq}b_{pq}X_{pq}\right)^2$.

```lean
omit [DecidableEq ι] in
/-- The form of a single product `b_pq b_rs` is a perfect square. -/
private theorem coulombForm_square (b : ι → ι → ℝ) (X : Matrix ι ι ℝ) :
    coulombForm (fun p q r s => b p q * b r s) X = (∑ p, ∑ q, b p q * X p q) ^ 2 := by
  have e : ∀ p q r s, b p q * b r s * X p q * X r s
      = (b p q * X p q) * (b r s * X r s) := fun p q r s => by ring
  simp only [coulombForm, e, ← Finset.mul_sum, ← Finset.sum_mul, sq]
```

## Schwarz inequality and screening

Put $L=\sum_{rs}(uv|rs)X_{rs}$. Expanding along a line in the direction $E_{uv}$, and using pair exchange to combine the two cross terms, gives

$$Q(X+tE_{uv})=Q(X)+2tL+t^2(uv|uv).$$

This is nonnegative for every real $t$, so its discriminant $4L^2-4(uv|uv)Q(X)$ is at most zero. Hence $L^2\le(uv|uv)Q(X)$. If $(uv|uv)=0$, the polynomial is linear and $L$ must vanish, in agreement with the inequality. In Lean, `key` is the expansion and `discrim_le_zero` supplies the discriminant condition.

```lean
/-- Schwarz inequality between a pivot pair `uv` and any matrix `X`, for eightfold symmetric
integrals with nonnegative quadratic form. -/
theorem pivot_schwarz {g : ι → ι → ι → ι → ℝ} (hg : EightfoldSymmetric g)
    (hpos : ∀ X, 0 ≤ coulombForm g X) (u v : ι) (X : Matrix ι ι ℝ) :
    (∑ r, ∑ s, g u v r s * X r s) ^ 2 ≤ g u v u v * coulombForm g X := by
  -- the form along the line `X + t E_uv` is a quadratic polynomial in `t`
  have key : ∀ t : ℝ, coulombForm g (X + t • Matrix.single u v 1) = coulombForm g X
      + 2 * t * (∑ r, ∑ s, g u v r s * X r s) + t ^ 2 * g u v u v := by
    intro t
    have e : ∀ p q r s, g p q r s * (X p q + t * Matrix.single u v (1 : ℝ) p q)
        * (X r s + t * Matrix.single u v (1 : ℝ) r s)
        = g p q r s * X p q * X r s
          + t * (g p q r s * X p q * Matrix.single u v (1 : ℝ) r s)
          + t * (g p q r s * X r s * Matrix.single u v (1 : ℝ) p q)
          + t ^ 2 * (g p q r s * Matrix.single u v (1 : ℝ) p q
            * Matrix.single u v (1 : ℝ) r s) := fun p q r s => by ring
    have a1 : ∑ p, ∑ q, ∑ r, ∑ s, g p q r s * X p q * Matrix.single u v (1 : ℝ) r s
        = ∑ p, ∑ q, g u v p q * X p q := by
      simp only [sum_single]
      exact Finset.sum_congr rfl fun p _ => Finset.sum_congr rfl fun q _ => by
        rw [hg.pairs p q u v]
    have a2 : ∑ p, ∑ q, ∑ r, ∑ s, g p q r s * X r s * Matrix.single u v (1 : ℝ) p q
        = ∑ r, ∑ s, g u v r s * X r s := by
      simp only [← Finset.sum_mul, sum_single]
    have a3 := coulombForm_single g u v
    simp only [coulombForm] at a3
    simp only [coulombForm, Matrix.add_apply, Matrix.smul_apply, smul_eq_mul, e,
      Finset.sum_add_distrib, ← Finset.mul_sum]
    rw [a1, a2, a3]
    ring
  have hdisc := discrim_le_zero (a := g u v u v)
    (b := 2 * ∑ r, ∑ s, g u v r s * X r s) (c := coulombForm g X) (fun t => by
      have h := hpos (X + t • Matrix.single u v 1)
      rw [key t] at h
      linarith)
  unfold discrim at hdisc
  linarith
```

Setting $X=E_{rs}$ gives the bound used to screen integrals, $(pq|rs)^2\le(pq|pq)(rs|rs)$.

```lean
/-- Integral screening: `(pq|rs)² ≤ (pq|pq)(rs|rs)` for eightfold symmetric integrals with
nonnegative quadratic form. -/
theorem schwarz_screening {g : ι → ι → ι → ι → ℝ} (hg : EightfoldSymmetric g)
    (hpos : ∀ X, 0 ≤ coulombForm g X) (p q r s : ι) :
    g p q r s ^ 2 ≤ g p q p q * g r s r s := by
  have h := pivot_schwarz hg hpos p q (Matrix.single r s 1)
  rwa [sum_single, coulombForm_single] at h
```

## One Cholesky step preserves positivity

For $(uv|uv)>0$, the subtracted term is a square divided by the pivot, so

$$Q_{\mathrm{res}}(X)=Q(X)-\frac{L^2}{(uv|uv)}\ge 0$$

by the Schwarz inequality.

```lean
/-- A Cholesky step with pivot `(uv|uv) > 0` keeps the quadratic form of eightfold symmetric
integrals nonnegative. -/
theorem residual_nonneg {g : ι → ι → ι → ι → ℝ} (hg : EightfoldSymmetric g)
    (hpos : ∀ X, 0 ≤ coulombForm g X) {u v : ι} (hd : 0 < g u v u v) (X : Matrix ι ι ℝ) :
    0 ≤ coulombForm (choleskyResidual g u v) X := by
  have e : coulombForm (choleskyResidual g u v) X
      = coulombForm g X - (∑ p, ∑ q, g u v p q * X p q) ^ 2 / g u v u v := by
    rw [← coulombForm_square (g u v) X]
    have e' : ∀ p q r s, (g p q r s - g u v p q * g u v r s / g u v u v) * X p q * X r s
        = g p q r s * X p q * X r s
          - (g u v p q * g u v r s * X p q * X r s) / g u v u v := fun p q r s => by ring
    simp only [coulombForm, choleskyResidual, e', Finset.sum_sub_distrib, ← Finset.sum_div]
  rw [e, sub_nonneg, div_le_iff₀ hd]
  linarith [pivot_schwarz hg hpos u v X]
```

The same argument gives a neighbouring result, stated here without a formal proof: if a decomposition made of such steps stops when every residual diagonal is at most $\tau$, screening applied to the residual shows that the error in every integral is at most $\tau$ in absolute value.

## Removing the pairs one at a time

Let $T$ be a set of unordered pairs such that $(pq|pq)=0$ whenever $pq$ lies outside it. Then at most $|T|$ vectors suffice, by induction on $T$.

If $T$ is empty, all diagonals vanish, screening makes every integral zero, and no vectors are needed. Otherwise, single out a pair $uv$ in $T$. If $(uv|uv)=0$, the smaller set without $uv$ already works. If not, the pivot is positive, and the residual has these properties:

- It is eightfold symmetric with a nonnegative form.
- Its diagonal at $uv$ is $(uv|uv)-(uv|uv)^2/(uv|uv)=0$.
- Where $(pq|pq)=0$, screening gives $(uv|pq)=0$, so the residual diagonal is also zero.

The induction hypothesis decomposes the residual over the smaller set. Adding the symmetric vector

$$B(p,q)=\frac{(uv|pq)}{\sqrt{(uv|uv)}}$$

restores the subtracted term.

In the code, `drop` removes the pair in either order of its labels, and `Fin.cons` puts the new vector in front of the others. The conclusion provides a number `m` of at most `T.card` and a family `B : Fin m → Matrix ι ι ℝ`. It states existence, without the triangular structure of a Cholesky factor or a rule for choosing pivots.

```lean
/-- If the diagonal integrals `(pq|pq)` vanish outside a set `T` of unordered pairs, eightfold
symmetric integrals with nonnegative form have at most `|T|` symmetric Cholesky vectors. -/
theorem exists_cholesky_of_support (T : Finset (Sym2 ι)) (g : ι → ι → ι → ι → ℝ)
    (hg : EightfoldSymmetric g) (hpos : ∀ X, 0 ≤ coulombForm g X)
    (hT : ∀ p q, s(p, q) ∉ T → g p q p q = 0) :
    ∃ m ≤ T.card, ∃ B : Fin m → Matrix ι ι ℝ, (∀ P, (B P).IsSymm) ∧
      ∀ p q r s, g p q r s = ∑ P, B P p q * B P r s := by
  induction T using Finset.induction_on generalizing g with
  | empty =>
    refine ⟨0, by simp, fun P => P.elim0, fun P => P.elim0, fun p q r s => ?_⟩
    have h := schwarz_screening hg hpos p q r s
    rw [hT p q (by simp), zero_mul] at h
    have h0 : g p q r s = 0 := (pow_eq_zero_iff two_ne_zero).mp (le_antisymm h (sq_nonneg _))
    simp [h0]
  | insert a T ha ih =>
    obtain ⟨u, v, rfl⟩ : ∃ u v, a = s(u, v) := by
      induction a using Sym2.ind with
      | _ u v => exact ⟨u, v, rfl⟩
    have hc : (insert s(u, v) T).card = T.card + 1 := Finset.card_insert_of_notMem ha
    -- once the pivot diagonal vanishes, the pair `uv` can be dropped from the set
    have drop : ∀ g' : ι → ι → ι → ι → ℝ, EightfoldSymmetric g' → g' u v u v = 0 →
        (∀ p q, g p q p q = 0 → g' p q p q = 0) →
        ∀ p q, s(p, q) ∉ T → g' p q p q = 0 := by
      intro g' hg' h0 hz p q hpq
      by_cases h : s(p, q) = s(u, v)
      · rcases Sym2.eq_iff.mp h with ⟨h1, h2⟩ | ⟨h1, h2⟩
        · rw [h1, h2, h0]
        · rw [h1, h2, hg'.bra v u v u, hg'.ket u v v u, h0]
      · exact hz p q (hT p q fun hm => (Finset.mem_insert.mp hm).elim h hpq)
    by_cases hd : g u v u v = 0
    · obtain ⟨m, hm, B, hB, hgB⟩ := ih g hg hpos (drop g hg hd fun _ _ h => h)
      exact ⟨m, by omega, B, hB, hgB⟩
    · have hd' : 0 < g u v u v :=
        lt_of_le_of_ne (coulombForm_single g u v ▸ hpos (Matrix.single u v 1)) (Ne.symm hd)
      have hres : EightfoldSymmetric (choleskyResidual g u v) := by
        constructor
        · intro p q r s
          simp only [choleskyResidual]
          rw [hg.bra p q r s, hg.ket u v p q]
        · intro p q r s
          simp only [choleskyResidual]
          rw [hg.pairs p q r s, mul_comm (g u v p q)]
      have hzero : choleskyResidual g u v u v u v = 0 := by
        simp only [choleskyResidual]
        rw [mul_div_assoc, div_self hd, mul_one, sub_self]
      obtain ⟨m, hm, B, hB, hgB⟩ := ih (choleskyResidual g u v) hres
        (residual_nonneg hg hpos hd') (drop _ hres hzero fun p q h => by
          have h1 := schwarz_screening hg hpos u v p q
          rw [h, mul_zero] at h1
          have h2 : g u v p q = 0 :=
            (pow_eq_zero_iff two_ne_zero).mp (le_antisymm h1 (sq_nonneg _))
          simp [choleskyResidual, h, h2])
      -- the new Cholesky vector is the pivot row divided by the root of the pivot
      refine ⟨m + 1, by omega, Fin.cons (α := fun _ => Matrix ι ι ℝ)
        (Matrix.of fun p q => g u v p q / √(g u v u v)) B, ?_, ?_⟩
      · intro P
        refine Fin.cases ?_ (fun i => ?_) P
        · rw [Fin.cons_zero]
          refine Matrix.IsSymm.ext fun p q => ?_
          simp only [Matrix.of_apply]
          rw [hg.ket u v q p]
        · rw [Fin.cons_succ]
          exact hB i
      · intro p q r s
        rw [Fin.sum_univ_succ]
        simp only [Fin.cons_zero, Fin.cons_succ, Matrix.of_apply]
        rw [← hgB, div_mul_div_comm, Real.mul_self_sqrt hd'.le]
        simp only [choleskyResidual]
        ring
```

## From vectors back to positivity

Inserting a decomposition into the form and exchanging the finite sums gives

$$Q(X)=\sum_P\left(\sum_{pq}B_P(p,q)X_{pq}\right)^2.$$

```lean
omit [DecidableEq ι] in
/-- With Cholesky vectors `B_P`, the quadratic form is the sum of squares
`∑_P (∑ B_P(p,q) X_pq)²`. -/
theorem coulombForm_eq_sum_sq {κ : Type*} [Fintype κ] {g : ι → ι → ι → ι → ℝ}
    (B : κ → Matrix ι ι ℝ) (h : ∀ p q r s, g p q r s = ∑ P, B P p q * B P r s)
    (X : Matrix ι ι ℝ) :
    coulombForm g X = ∑ P, (∑ p, ∑ q, B P p q * X p q) ^ 2 := by
  calc coulombForm g X = ∑ P, coulombForm (fun p q r s => B P p q * B P r s) X := by
        simp only [coulombForm, h, Finset.sum_mul]
        exact (Finset.sum_comm.trans <| Finset.sum_congr rfl fun p _ =>
          Finset.sum_comm.trans <| Finset.sum_congr rfl fun q _ =>
          Finset.sum_comm.trans <| Finset.sum_congr rfl fun r _ => Finset.sum_comm).symm
    _ = _ := Finset.sum_congr rfl fun P _ => coulombForm_square (B P) X
```

This is nonnegative, which proves one direction of the equivalence. For the other, take $T$ to be all unordered pairs, `Finset.univ`; its size is $n(n+1)/2$. The symmetry of `g` is assumed throughout as `hg`.

For $n=1$ there is a single integral $(11|11)$ and $Q(X)=(11|11)X_{11}^2$. The theorem then says that a real number is nonnegative exactly when it is the square of a real number or zero, with at most one vector.

```lean
/-- Eightfold symmetric integrals over `n` orbitals have a nonnegative quadratic form if and only
if they are generated by at most `n(n+1)/2` real symmetric Cholesky vectors. -/
theorem cholesky_vectors_iff {g : ι → ι → ι → ι → ℝ} (hg : EightfoldSymmetric g) :
    (∀ X, 0 ≤ coulombForm g X) ↔
      ∃ m ≤ Fintype.card ι * (Fintype.card ι + 1) / 2, ∃ B : Fin m → Matrix ι ι ℝ,
        (∀ P, (B P).IsSymm) ∧ ∀ p q r s, g p q r s = ∑ P, B P p q * B P r s := by
  constructor
  · intro hpos
    obtain ⟨m, hm, hB⟩ := exists_cholesky_of_support Finset.univ g hg hpos
      (fun p q h => absurd (Finset.mem_univ _) h)
    rw [Finset.card_univ, card_pairs] at hm
    exact ⟨m, hm, hB⟩
  · rintro ⟨m, -, B, -, h⟩ X
    rw [coulombForm_eq_sum_sq B h X]
    exact Finset.sum_nonneg fun P _ => sq_nonneg _
```

## An array that needs every vector

The model integrals are generated by one indicator vector for each unordered pair, so their form is nonnegative.

Now take any decomposition of them into $m$ vectors, symmetric or not. Choose an ordered representative $(p_a,q_a)$ of each unordered pair $a$ and set $C_{aP}=B_P(p_a,q_a)$. The decomposition says that $CC^{\mathsf T}=1$, so

$$\frac{n(n+1)}2=\operatorname{rank}(CC^{\mathsf T})\le\operatorname{rank}C\le m.$$

The bound is therefore optimal for arrays satisfying the two hypotheses; the theorem makes no claim that Coulomb integrals of actual orbitals attain it.

```lean
/-- The bound is sharp: the model integrals are eightfold symmetric with nonnegative form, and
each of their decompositions needs at least `n(n+1)/2` vectors. -/
theorem cholesky_count_sharp :
    EightfoldSymmetric (pairModel (ι := ι)) ∧
    (∀ X : Matrix ι ι ℝ, 0 ≤ coulombForm pairModel X) ∧
    ∀ (m : ℕ) (B : Fin m → Matrix ι ι ℝ),
      (∀ p q r s, pairModel p q r s = ∑ P, B P p q * B P r s) →
        Fintype.card ι * (Fintype.card ι + 1) / 2 ≤ m := by
  refine ⟨⟨fun p q r t => ?_, fun p q r t => ?_⟩, fun X => ?_, fun m B h => ?_⟩
  · unfold pairModel
    rw [show s(p, q) = s(q, p) from Sym2.eq_swap]
  · exact if_congr eq_comm rfl rfl
  · -- one indicator vector for each unordered pair
    rw [coulombForm_eq_sum_sq
      (fun a : Sym2 ι => Matrix.of fun p q => if s(p, q) = a then (1 : ℝ) else 0)
      (fun p q r t => by
        simp only [Matrix.of_apply, ite_mul, one_mul, zero_mul, Finset.sum_ite_eq,
          Finset.mem_univ, if_true]
        exact if_congr eq_comm rfl rfl) X]
    exact Finset.sum_nonneg fun P _ => sq_nonneg _
  · -- a decomposition factors the identity matrix on unordered pairs
    have hex : ∀ a : Sym2 ι, ∃ x : ι × ι, s(x.1, x.2) = a := by
      intro a
      induction a using Sym2.ind with
      | _ u v => exact ⟨(u, v), rfl⟩
    choose f hf using hex
    let C : Matrix (Sym2 ι) (Fin m) ℝ := Matrix.of fun a P => B P (f a).1 (f a).2
    have h1 : C * Cᵀ = 1 := by
      ext a b
      rw [Matrix.mul_apply, Matrix.one_apply]
      have hab := h (f a).1 (f a).2 (f b).1 (f b).2
      simp only [pairModel, hf] at hab
      exact hab.symm
    have h2 := Matrix.rank_mul_le_left C Cᵀ
    rw [h1, Matrix.rank_one, card_pairs] at h2
    have h3 := C.rank_le_card_width
    rw [Fintype.card_fin] at h3
    exact h2.trans h3

end

end CholeskyIntegrals
```

```lean
#print axioms CholeskyIntegrals.cholesky_vectors_iff
#print axioms CholeskyIntegrals.cholesky_count_sharp
```

```
'CholeskyIntegrals.cholesky_vectors_iff' depends on axioms: [propext, Classical.choice, Quot.sound]
'CholeskyIntegrals.cholesky_count_sharp' depends on axioms: [propext, Classical.choice, Quot.sound]
```
